# The local energy of exp((r12+r13+r23)/2) at three distinct points depends only on the triangle's angles

When two electrons meet, their repulsion 1/r12 diverges. A wave function that is nonzero at the meeting point can keep the local energy finite by having a cusp there: a factor exp(r12/2) contributes a kinetic term −1/r12 that cancels the repulsion. In a simplified model of three electrons that ignores spin and antisymmetry, one can give each pair such a factor and ask what remains of the local energy when all three approach the same point.

Let the electrons sit at distinct points a, b, c of ℝ³, with r12 = |a−b|, r13 = |a−c| and r23 = |b−c|, and let

ψ = exp((r12 + r13 + r23)/2).

In atomic units, with no nuclei or other external potential, the local energy is

E = −(Δ1ψ + Δ2ψ + Δ3ψ)/(2ψ) + 1/r12 + 1/r13 + 1/r23.

Write α, β, γ for the angles of the triangle at a, b, c. The claim is

E = −3/4 − (cos α + cos β + cos γ)/4, and −9/8 ≤ E ≤ −1.

Equilateral triangles attain the lower end and collinear points the upper one.

## From one electron's Laplacian to the triangle's cosines

Move one electron, at x, and hold the other two at y and z. Put d = |x−y| and e = |x−z|. For a step t along axis k, let u = x_k − y_k and v = x_k − z_k. The first distance becomes

d(t) = √(d² + 2ut + t²),

so that

d′(t) = (u+t)/d(t), d′(0) = u/d, d″(0) = (1 − (u/d)²)/d.

The same holds for e(t), with v in place of u. The third distance, |y−z|, stays constant. Differentiating the exponential twice gives, at t = 0,

ψ″/ψ = (u/d + v/e)²/4 + [(1 − (u/d)²)/d + (1 − (v/e)²)/e]/2.

Now sum over the three axes. The numbers u/d are the components of a unit vector, as are the v/e, and the scalar product of the two vectors is cos θ, where θ is the angle at x. The first term therefore gives (2 + 2 cos θ)/4. In the second, each bracketed fraction sums to (3−1)/d or (3−1)/e. Hence

Δψ/ψ = 1/d + 1/e + (1 + cos θ)/2.

Adding the three electrons counts each inverse distance twice:

(Δ1ψ + Δ2ψ + Δ3ψ)/ψ = 2(1/r12 + 1/r13 + 1/r23) + (3 + cos α + cos β + cos γ)/2.

Multiplication by −1/2 produces −1/r12 − 1/r13 − 1/r23, which cancels the repulsions and leaves the stated formula.

For the bounds, write p = r12, q = r13, r = r23. The law of cosines gives

cos α = (p²+q²−r²)/(2pq), cos β = (p²+r²−q²)/(2pr), cos γ = (q²+r²−p²)/(2qr).

Over the common denominator 2pqr, the sum of the cosines minus 1 has the numerator

r(p²+q²−r²) + q(p²+r²−q²) + p(q²+r²−p²) − 2pqr = (p+q−r)(p+r−q)(q+r−p).

So, with

Q = (p+q−r)(p+r−q)(q+r−p)/(2pqr),

the cosine sum is 1 + Q and E = −1 − Q/4. The triangle inequality makes every factor of the numerator non-negative, so Q ≥ 0 and E ≤ −1. The identity

2pqr − 2(p+q−r)(p+r−q)(q+r−p) = (p+q−r)(p−q)² + (p+r−q)(p−r)² + (q+r−p)(q−r)²

has a non-negative right-hand side, so Q ≤ 1/2 and E ≥ −9/8. If p = q = r, then Q = 1/2. If the points are collinear, one factor vanishes and Q = 0.

## Positions, Laplacian and local energy in Lean

```lean
import Mathlib

open Filter Topology EuclideanGeometry

noncomputable section

namespace ThreeElectronCoalescence

/-- Positions in three-dimensional space. -/
abbrev Point := EuclideanSpace ℝ (Fin 3)
```

A `Point` is a position in ℝ³ with the Euclidean distance.

```lean
/-- The Laplacian: the sum of the second derivatives along the coordinate axes. -/
def laplacian (f : Point → ℝ) (x : Point) : ℝ :=
  ∑ k : Fin 3, deriv (deriv fun t : ℝ => f (x + t • EuclideanSpace.single k (1 : ℝ))) 0
```

The Laplacian is written as in the derivation: step by `t` along each coordinate unit vector, differentiate twice, evaluate at 0 and add.

```lean
/-- The product of the three cusp factors, `exp ((r12 + r13 + r23) / 2)`. -/
def cuspProduct (a b c : Point) : ℝ :=
  Real.exp ((dist a b + dist a c + dist b c) / 2)
```

The coefficient 1/2 in the exponent is the cusp slope of an electron pair that can be found at contact. This ψ is not a physical state: it grows exponentially with the distances, so it cannot be normalised, and it is symmetric under every exchange of positions, which a spatial wave function of three spin-½ electrons cannot be. It is a model of short-range behaviour that treats all three pairs alike. Among three electrons with spins up or down, at least two have equal spins; the wave function vanishes where those two meet, and the usual cusp coefficient for such a pair is 1/4.

```lean
/-- The local energy of the function `Ψ` for three mutually repelling electrons without external
potential, in atomic units, for distinct positions near which `Ψ` is twice differentiable and at
which it does not vanish. -/
def localEnergy (Ψ : Point → Point → Point → ℝ) (a b c : Point) : ℝ :=
  -(laplacian (fun x => Ψ x b c) a + laplacian (fun x => Ψ a x c) b
    + laplacian (fun x => Ψ a b x) c) / 2 / Ψ a b c
    + 1 / dist a b + 1 / dist a c + 1 / dist b c
```

`localEnergy` accepts any real function of three positions. Each Laplacian acts on one argument with the other two fixed.

```lean
/-- The distance to a fixed point after a step `t` along an axis, from initial distance `d` and
initial displacement `b` along that axis. -/
def lineDist (d b t : ℝ) : ℝ := √(d ^ 2 + 2 * b * t + t ^ 2)
```

This is d(t). In this definition and the next two lemmas about it, `b` is the displacement called u above, not an electron's position; v appears as `b'`.

## Differentiating the cusp factors

```lean
/-- The law of cosines for the angle at `p`. -/
theorem law_of_cosines (p q s : Point) :
    Real.cos (∠ q p s) * (dist p q * dist p s)
      = (dist p q ^ 2 + dist p s ^ 2 - dist q s ^ 2) / 2 := by
  have h := norm_sub_sq_real (q - p) (s - p)
  have hc := InnerProductGeometry.cos_angle_mul_norm_mul_norm (q - p) (s - p)
  rw [sub_sub_sub_cancel_right, ← dist_eq_norm, ← dist_eq_norm, ← dist_eq_norm,
    dist_comm q p, dist_comm s p] at h
  rw [← dist_eq_norm, ← dist_eq_norm, dist_comm q p, dist_comm s p] at hc
  have ha : ∠ q p s = InnerProductGeometry.angle (q - p) (s - p) := rfl
  rw [ha, hc]
  linarith
```

The notation `∠ q p s` means the angle at the middle point `p`. The law is stated without dividing by the distances, and comes from expanding the squared norm of a difference.

```lean
/-- The rate of change of a nonzero distance along an axis. -/
theorem hasDerivAt_lineDist {d b t : ℝ} (h : 0 < lineDist d b t) :
    HasDerivAt (lineDist d b) ((b + t) / lineDist d b t) t := by
  have h1 : HasDerivAt (fun s : ℝ => d ^ 2 + 2 * b * s + s ^ 2) (2 * (b + t)) t :=
    ((((hasDerivAt_id' t).const_mul (2 * b)).const_add (d ^ 2)).fun_add
      (hasDerivAt_pow 2 t)).congr_deriv (by norm_num; ring)
  exact (h1.sqrt (Real.sqrt_pos.mp h).ne').congr_deriv (mul_div_mul_left _ _ two_ne_zero)
```

This is d′(t) = (u+t)/d(t), valid wherever the distance is positive.

```lean
/-- The second derivative along an axis of two cusp factors with positive distances `d`, `e`. -/
theorem second_deriv_exp {d e : ℝ} (b b' c : ℝ) (hd : 0 < d) (he : 0 < e) :
    deriv (deriv fun t : ℝ => Real.exp ((lineDist d b t + lineDist e b' t + c) / 2)) 0
      = Real.exp ((d + e + c) / 2) * ((b / d + b' / e) ^ 2 / 4
        + ((1 - (b / d) ^ 2) / d + (1 - (b' / e) ^ 2) / e) / 2) := by
  have zero : ∀ {d : ℝ} (b : ℝ), 0 < d → lineDist d b 0 = d := by
    intro d b h
    rw [lineDist, show d ^ 2 + 2 * b * 0 + 0 ^ 2 = d ^ 2 by ring, Real.sqrt_sq h.le]
  have pos : ∀ {d : ℝ} (b : ℝ), 0 < d → ∀ᶠ t in 𝓝 (0 : ℝ), 0 < lineDist d b t := by
    intro d b h
    have hc : Continuous fun t : ℝ => √(d ^ 2 + 2 * b * t + t ^ 2) := by fun_prop
    exact (isOpen_lt continuous_const hc).mem_nhds (h.trans_eq (zero b h).symm)
  have slope : ∀ {d : ℝ} (b : ℝ), 0 < d →
      HasDerivAt (fun s => (b + s) / lineDist d b s) ((1 - (b / d) ^ 2) / d) 0 := by
    intro d b h
    have h0 := h.trans_eq (zero b h).symm
    refine (((hasDerivAt_id' (0 : ℝ)).const_add b).fun_div
      (hasDerivAt_lineDist h0) h0.ne').congr_deriv ?_
    simp only [zero b h, add_zero]
    field_simp
  have first := fun (t : ℝ) (h : 0 < lineDist d b t) (h' : 0 < lineDist e b' t) =>
    ((((hasDerivAt_lineDist h).fun_add (hasDerivAt_lineDist h')).add_const c).div_const 2).exp
  -- the first derivative is known near the point, so it can be differentiated again
  have ev : (deriv fun t : ℝ => Real.exp ((lineDist d b t + lineDist e b' t + c) / 2)) =ᶠ[𝓝 0]
      fun t => Real.exp ((lineDist d b t + lineDist e b' t + c) / 2)
        * (((b + t) / lineDist d b t + (b' + t) / lineDist e b' t) / 2) := by
    filter_upwards [pos b hd, pos b' he] with t h h' using (first t h h').deriv
  rw [ev.deriv_eq]
  refine ((first 0 (hd.trans_eq (zero b hd).symm) (he.trans_eq (zero b' he).symm)).fun_mul
    (((slope b hd).fun_add (slope b' he)).div_const 2)).deriv.trans ?_
  simp only [zero b hd, zero b' he, add_zero]
  ring
```

Here `c` is the constant third distance. A second derivative needs the first one in a whole neighbourhood of 0, not only at 0. The step `pos` shows that a positive distance stays positive for small `t`, and `ev` then replaces the first derivative by its formula there. The step `slope` supplies d″(0), and the product rule finishes the calculation.

```lean
/-- The Laplacian in the position `x` of one electron, distinct from `y` and `z`, acting on its two
cusp factors: two Coulomb terms and a term in the angle at `x`. -/
theorem laplacian_two_cusps {f : Point → ℝ} {x y z : Point} (c : ℝ) (hy : x ≠ y) (hz : x ≠ z)
    (hf : ∀ p, f p = Real.exp ((dist p y + dist p z + c) / 2)) :
    laplacian f x
      = f x * (1 / dist x y + 1 / dist x z + (1 + Real.cos (∠ y x z)) / 2) := by
  have hd := dist_pos.mpr hy
  have he := dist_pos.mpr hz
  have line : ∀ (y : Point) (k : Fin 3) (t : ℝ),
      dist (x + t • EuclideanSpace.single k (1 : ℝ)) y = lineDist (dist x y) (x k - y k) t := by
    intro y k t
    have h1 : inner ℝ (x - y) (EuclideanSpace.single k (1 : ℝ)) = x k - y k := by
      simp [EuclideanSpace.inner_single_right]
    have h2 : ‖EuclideanSpace.single k (1 : ℝ)‖ = 1 := by simp
    have h := norm_add_sq_real (x - y) (t • EuclideanSpace.single k (1 : ℝ))
    rw [inner_smul_right, norm_smul, h1, h2, mul_one, Real.norm_eq_abs, sq_abs,
      sub_add_eq_add_sub, ← dist_eq_norm, ← dist_eq_norm] at h
    rw [lineDist]
    refine (Real.sqrt_sq dist_nonneg).symm.trans (congrArg Real.sqrt ?_)
    linear_combination h
  have sq : ∀ p q : Point,
      (p 0 - q 0) ^ 2 + (p 1 - q 1) ^ 2 + (p 2 - q 2) ^ 2 = dist p q ^ 2 := by
    intro p q
    rw [EuclideanSpace.dist_eq, Real.sq_sqrt (by positivity)]
    simp only [Fin.sum_univ_three, Real.dist_eq, sq_abs]
  -- the gradients of the two distances are unit vectors enclosing the angle at `x`
  have unit : ∀ y : Point, 0 < dist x y → ((x 0 - y 0) / dist x y) ^ 2
      + ((x 1 - y 1) / dist x y) ^ 2 + ((x 2 - y 2) / dist x y) ^ 2 = 1 := by
    intro y h
    rw [div_pow, div_pow, div_pow, ← add_div, ← add_div, sq, div_self (pow_pos h 2).ne']
  have dot : (x 0 - y 0) / dist x y * ((x 0 - z 0) / dist x z)
      + (x 1 - y 1) / dist x y * ((x 1 - z 1) / dist x z)
      + (x 2 - y 2) / dist x y * ((x 2 - z 2) / dist x z) = Real.cos (∠ y x z) := by
    rw [div_mul_div_comm, div_mul_div_comm, div_mul_div_comm, ← add_div, ← add_div,
      div_eq_iff (mul_pos hd he).ne', law_of_cosines, ← sq x y, ← sq x z, ← sq y z]
    ring
  simp only [laplacian, hf, line, second_deriv_exp _ _ c hd he]
  rw [← Finset.mul_sum, Fin.sum_univ_three]
  rw [mul_right_inj' (Real.exp_pos _).ne']
  linear_combination (1 / 4 - 1 / (2 * dist x y)) * unit y hd
    + (1 / 4 - 1 / (2 * dist x z)) * unit z he + 1 / 2 * dot
```

The step `line` identifies the distance along an axis with `lineDist`. The steps `unit` and `dot` are the two facts about unit vectors used in the sum over axes, and the closing `linear_combination` assembles them into Δψ/ψ.

## The cosine formula and its bounds

```lean
/-- For three distinct positions the local energy of the cusp product is `-3/4` minus one quarter
of the sum of the cosines of the triangle. -/
theorem localEnergy_eq {a b c : Point} (hab : a ≠ b) (hac : a ≠ c) (hbc : b ≠ c) :
    localEnergy cuspProduct a b c
      = -3 / 4 - (Real.cos (∠ b a c) + Real.cos (∠ a b c) + Real.cos (∠ a c b)) / 4 := by
  have h1 : laplacian (fun x => cuspProduct x b c) a = cuspProduct a b c * _ :=
    laplacian_two_cusps (dist b c) hab hac (fun p => rfl)
  have h2 : laplacian (fun x => cuspProduct a x c) b = cuspProduct a b c * _ :=
    laplacian_two_cusps (dist a c) hab.symm hbc (fun p => by
      simp only [cuspProduct, dist_comm a p]
      ring_nf)
  have h3 : laplacian (fun x => cuspProduct a b x) c = cuspProduct a b c * _ :=
    laplacian_two_cusps (dist a b) hac.symm hbc.symm (fun p => by
      simp only [cuspProduct, dist_comm a p, dist_comm b p]
      ring_nf)
  have hP : cuspProduct a b c ≠ 0 := (Real.exp_pos _).ne'
  -- the kinetic energy cancels every Coulomb repulsion
  rw [localEnergy, h1, h2, h3, dist_comm b a, dist_comm c a, dist_comm c b, ← mul_add, ← mul_add,
    neg_div, neg_div, mul_div_assoc, mul_div_cancel_left₀ _ hP]
  ring
```

The three hypotheses say that no two electrons coincide. The one-electron lemma is applied three times, with the distances reordered to suit the electron being moved. The common factor ψ is then divided out, and `ring` cancels the repulsions.

```lean
/-- The sum of the cosines of a triangle with distinct corners, in terms of its side lengths. -/
theorem cosine_sum {a b c : Point} (hab : a ≠ b) (hac : a ≠ c) (hbc : b ≠ c) :
    Real.cos (∠ b a c) + Real.cos (∠ a b c) + Real.cos (∠ a c b)
      = 1 + (dist a b + dist a c - dist b c) * (dist a b + dist b c - dist a c)
          * (dist a c + dist b c - dist a b) / (2 * (dist a b * dist a c * dist b c)) := by
  have hp := dist_pos.mpr hab
  have hq := dist_pos.mpr hac
  have hr := dist_pos.mpr hbc
  have h2 := law_of_cosines b a c
  have h3 := law_of_cosines c a b
  rw [dist_comm b a] at h2
  rw [dist_comm c a, dist_comm c b] at h3
  rw [← sub_eq_iff_eq_add', eq_div_iff (by positivity)]
  linear_combination 2 * dist b c * law_of_cosines a b c + 2 * dist a c * h2 + 2 * dist a b * h3
```

This is the formula 1 + Q, obtained from three uses of the law of cosines, each multiplied by twice the opposite side.

```lean
/-- For three distinct positions the local energy lies between `-9/8` and `-1`. -/
theorem localEnergy_mem_Icc {a b c : Point} (hab : a ≠ b) (hac : a ≠ c) (hbc : b ≠ c) :
    localEnergy cuspProduct a b c ∈ Set.Icc (-9 / 8 : ℝ) (-1) := by
  rw [localEnergy_eq hab hac hbc, cosine_sum hab hac hbc]
  have hpos := mul_pos (mul_pos (dist_pos.mpr hab) (dist_pos.mpr hac)) (dist_pos.mpr hbc)
  have hx := sub_nonneg.mpr (dist_triangle_left b c a)
  have hy := sub_nonneg.mpr (dist_triangle a b c)
  have hz := sub_nonneg.mpr (dist_triangle_right a b c)
  revert hpos hx hy hz
  generalize dist a b = p
  generalize dist a c = q
  generalize dist b c = r
  intro hpos hx hy hz
  have low := div_nonneg (mul_nonneg (mul_nonneg hx hy) hz) (mul_pos two_pos hpos).le
  have high : (p + q - r) * (p + r - q) * (q + r - p) / (2 * (p * q * r)) ≤ 1 / 2 := by
    rw [div_le_iff₀ (mul_pos two_pos hpos)]
    have key : 2 * (p * q * r) - 2 * ((p + q - r) * (p + r - q) * (q + r - p))
        = (p + q - r) * (p - q) ^ 2 + (p + r - q) * (p - r) ^ 2
          + (q + r - p) * (q - r) ^ 2 := by ring
    linarith [mul_nonneg hx (sq_nonneg (p - q)), mul_nonneg hy (sq_nonneg (p - r)),
      mul_nonneg hz (sq_nonneg (q - r))]
  constructor <;> linarith
```

The facts `hx`, `hy` and `hz` are the triangle inequalities. From them `low` gives Q ≥ 0, while `high` gives Q ≤ 1/2 through the identity `key`.

```lean
/-- The lower end `-9/8` is attained by every equilateral triangle with distinct corners, and the
upper end `-1` by every three distinct points of which `b` lies on the segment from `a` to `c`. -/
theorem localEnergy_ends {a b c : Point} (hab : a ≠ b) (hac : a ≠ c) (hbc : b ≠ c) :
    (dist a b = dist a c → dist a c = dist b c → localEnergy cuspProduct a b c = -9 / 8) ∧
      (Wbtw ℝ a b c → localEnergy cuspProduct a b c = -1) := by
  rw [localEnergy_eq hab hac hbc, cosine_sum hab hac hbc]
  constructor
  · intro h h'
    have hr := dist_pos.mpr hbc
    rw [h, h', add_sub_cancel_right]
    have e : dist b c * dist b c * dist b c / (2 * (dist b c * dist b c * dist b c)) = 1 / 2 := by
      rw [div_eq_iff (by positivity)]
      ring
    rw [e]
    norm_num
  · intro h
    have e := dist_add_dist_eq_iff.mpr h
    rw [show dist a b + dist b c - dist a c = 0 by linarith]
    norm_num
```

The equilateral case is expressed by two equalities of distances. In the collinear case, `Wbtw ℝ a b c` says that `b` lies on the segment from `a` to `c`, which makes p + r − q zero. Relabelling the electrons treats the other two orders.

## Two values at one triple coalescence

```lean
/-- Scaling the positions of three distinct electrons by a nonzero factor `t` and shifting them
by `o` leaves the local energy of the cusp product unchanged. -/
theorem localEnergy_shrink (o : Point) {a b c : Point} (hab : a ≠ b) (hac : a ≠ c) (hbc : b ≠ c)
    {t : ℝ} (ht : t ≠ 0) :
    localEnergy cuspProduct (o + t • a) (o + t • b) (o + t • c)
      = localEnergy cuspProduct a b c := by
  have inj : ∀ {u v : Point}, u ≠ v → o + t • u ≠ o + t • v :=
    fun h e => h (smul_right_injective Point ht (add_left_cancel e))
  have ang : ∀ u v w : Point, ∠ (o + t • u) (o + t • v) (o + t • w) = ∠ u v w := by
    intro u v w
    simp only [EuclideanGeometry.angle, vsub_eq_sub, add_sub_add_left_eq_sub, ← smul_sub,
      InnerProductGeometry.angle_smul_smul ht]
  rw [localEnergy_eq (inj hab) (inj hac) (inj hbc), localEnergy_eq hab hac hbc, ang, ang, ang]

end ThreeElectronCoalescence
```

Scaling and shifting preserve the angles, so the cosine formula returns the same energy at every nonzero scale `t`.

Take the equilateral triangle (1,0,0), (0,1,0), (0,0,1) and the collinear points (0,0,0), (1,0,0), (2,0,0), and shrink both onto `o` by letting t tend to 0. The local energy stays at −9/8 along the first path and at −1 along the second, so it has no limit at the triple coalescence. This last inference is made here in prose, from the constancy that the theorem provides.

Variational Monte Carlo averages the local energy over sampled electron positions. In this nucleus-free model with one fixed symmetric factor, the pair cusps remove every Coulomb divergence and still leave a bounded discontinuity at the triple coalescence. Antisymmetric wave functions, which real electrons have, are not treated here.

```lean
#print axioms ThreeElectronCoalescence.localEnergy_eq
#print axioms ThreeElectronCoalescence.localEnergy_mem_Icc
#print axioms ThreeElectronCoalescence.localEnergy_ends
#print axioms ThreeElectronCoalescence.localEnergy_shrink
```

```
'ThreeElectronCoalescence.localEnergy_eq' depends on axioms: [propext, Classical.choice, Quot.sound]
'ThreeElectronCoalescence.localEnergy_mem_Icc' depends on axioms: [propext, Classical.choice, Quot.sound]
'ThreeElectronCoalescence.localEnergy_ends' depends on axioms: [propext, Classical.choice, Quot.sound]
'ThreeElectronCoalescence.localEnergy_shrink' depends on axioms: [propext, Classical.choice, Quot.sound]
```
